# Closed form of the Darwin-corrected self-repulsion of a normalised Gaussian charge

The theorem `selfRepulsion_closed_form` concerns the normalised Gaussian charge (p/π)^(3/2) exp(−p r²) in atomic units, with c the speed of light. Its self-repulsion is taken as the full double integral of the charge with itself, without the factor 1/2 of the classical electrostatic energy. The momentum-space kernel is 4π/k² − π/c², the Coulomb interaction plus the two-electron Darwin contact term. For positive c and p the theorem states that the integral over all momentum shells converges and equals √(2p/π) · (4c² − p)/(4c²), where the first factor is the Coulomb value. The proof splits the integrand into a Gaussian from the Coulomb term and k² times a Gaussian from the Darwin term. It shows that both parts are integrable, inserts their known integrals, and leaves the remaining algebra to `field_simp` and `ring`.

The first attempt, which Lean rejects:

```lean
import Mathlib

open MeasureTheory Set Filter
open scoped Real

namespace SelfRepulsionClosedForm

noncomputable section

/-- Momentum-space electron-electron interaction: the Coulomb kernel `4π/k²` plus the
two-electron Darwin contact term `-π/c²`, for `k ≠ 0` and `c ≠ 0`. -/
def kernel (c k : ℝ) : ℝ := 4 * π / k ^ 2 - π / c ^ 2

/-- Form factor of the normalised Gaussian charge `(p/π)^(3/2) exp(-p r²)`, for `p > 0`. -/
def formFactor (p k : ℝ) : ℝ := Real.exp (-k ^ 2 / (4 * p))

/-- Contribution of the momentum shell of radius `k` to the self-repulsion of the Gaussian
charge, for `k ≠ 0`, `c ≠ 0` and `p > 0`. -/
def shellEnergy (c p k : ℝ) : ℝ :=
  4 * π * k ^ 2 / (2 * π) ^ 3 * kernel c k * formFactor p k ^ 2

/-- Darwin-corrected self-repulsion of a Gaussian charge of exponent `p`, the integral over all
momentum shells, for `c ≠ 0` and `p > 0`. -/
def selfRepulsion (c p : ℝ) : ℝ := ∫ k in Ioi (0 : ℝ), shellEnergy c p k

/-- At nonzero momentum the shell contribution is `exp(-k²/(2p))` times the Darwin factor
`1 - k²/(4c²)`, with prefactor `2/π`. -/
theorem shellEnergy_eq (c p : ℝ) {k : ℝ} (hk : k ≠ 0) :
    shellEnergy c p k =
      2 / π * (Real.exp (-k ^ 2 / (2 * p)) * (1 - k ^ 2 / (4 * c ^ 2))) := by
  have hπ : π ≠ 0 := Real.pi_ne_zero
  -- the squared form factor is again a Gaussian
  have hF : formFactor p k ^ 2 = Real.exp (-k ^ 2 / (2 * p)) := by
    rw [formFactor, pow_two, ← Real.exp_add]
    congr 1
    ring
  -- the Coulomb singularity cancels against the volume element
  have hV : 4 * π * k ^ 2 / (2 * π) ^ 3 * kernel c k
      = 2 / π * (1 - k ^ 2 / (4 * c ^ 2)) := by
    have h2 : k ^ 2 / (4 * c ^ 2) = k ^ 2 * (c ^ 2)⁻¹ / 4 := by ring
    rw [kernel, div_eq_mul_inv π (c ^ 2), h2]
    generalize (c ^ 2)⁻¹ = u
    field_simp
    ring
  rw [shellEnergy, hF, hV]
  ring

/-- The function `k² exp(-b k²)` is integrable over positive momenta for `b > 0`. -/
theorem integrableOn_sq_gaussian {b : ℝ} (hb : 0 < b) :
    IntegrableOn (fun k : ℝ => k ^ 2 * Real.exp (-b * k ^ 2)) (Ioi 0) := by
  have h := integrable_rpow_mul_exp_neg_mul_sq hb (s := 2) (by norm_num)
  simp only [Real.rpow_two] at h
  exact h.integrableOn

/-- Second moment of a Gaussian over positive momenta, for `b > 0`. -/
theorem gaussian_second_moment {b : ℝ} (hb : 0 < b) :
    ∫ k in Ioi (0 : ℝ), k ^ 2 * Real.exp (-b * k ^ 2) = √(π / b) / (4 * b) := by
  have h0 : IntegrableOn (fun k : ℝ => Real.exp (-b * k ^ 2)) (Ioi 0) :=
    (integrable_exp_neg_mul_sq hb).integrableOn
  have h1 : IntegrableOn (fun k : ℝ => k * Real.exp (-b * k ^ 2)) (Ioi 0) :=
    (integrable_mul_exp_neg_mul_sq hb).integrableOn
  have h2 := Integrable.const_mul (integrableOn_sq_gaussian hb) (2 * b)
  have hd : ∀ x : ℝ, HasDerivAt (fun k : ℝ => k * Real.exp (-b * k ^ 2))
      (Real.exp (-b * x ^ 2) - 2 * b * (x ^ 2 * Real.exp (-b * x ^ 2))) x := by
    intro x
    have h := (hasDerivAt_id' x).fun_mul (((hasDerivAt_pow 2 x).const_mul (-b)).exp)
    exact h.congr_deriv (by push_cast; ring)
  have hi : IntegrableOn (fun x : ℝ =>
      Real.exp (-b * x ^ 2) - 2 * b * (x ^ 2 * Real.exp (-b * x ^ 2))) (Ioi 0) :=
    Integrable.sub h0 h2
  -- the boundary terms of k exp(-b k²) vanish at both ends
  have ht := tendsto_zero_of_hasDerivAt_of_integrableOn_Ioi (fun x _ => hd x) hi h1
  have hI : ∫ x in Ioi (0 : ℝ),
      (Real.exp (-b * x ^ 2) - 2 * b * (x ^ 2 * Real.exp (-b * x ^ 2)))
      = 0 - 0 * Real.exp (-b * 0 ^ 2) :=
    integral_Ioi_of_hasDerivAt_of_tendsto' (fun x _ => hd x) hi ht
  rw [integral_sub h0 h2, integral_const_mul, integral_gaussian_Ioi] at hI
  rw [eq_div_iff (by positivity)]
  linear_combination (-2) * hI

/-- For `c, p > 0` the momentum integral converges, and the Darwin-corrected self-repulsion is
the Coulomb value `√(2p/π)` times `(4c² - p)/(4c²)`. -/
theorem selfRepulsion_closed_form {c p : ℝ} (hc : 0 < c) (hp : 0 < p) :
    IntegrableOn (shellEnergy c p) (Ioi 0) ∧
      selfRepulsion c p = √(2 * p / π) * ((4 * c ^ 2 - p) / (4 * c ^ 2)) := by
  have hπ : 0 < π := Real.pi_pos
  have hb : 0 < 1 / (2 * p) := by positivity
  have h0 : IntegrableOn (fun k : ℝ => 2 / π * Real.exp (-(1 / (2 * p)) * k ^ 2)) (Ioi 0) :=
    Integrable.const_mul (integrable_exp_neg_mul_sq hb).integrableOn _
  have h2 := Integrable.const_mul (integrableOn_sq_gaussian hb) (1 / (2 * π * c ^ 2))
  -- split the integrand into its Coulomb and Darwin parts
  have he : EqOn (fun k : ℝ => 2 / π * Real.exp (-(1 / (2 * p)) * k ^ 2)
      - 1 / (2 * π * c ^ 2) * (k ^ 2 * Real.exp (-(1 / (2 * p)) * k ^ 2)))
      (shellEnergy c p) (Ioi 0) := by
    intro k hk
    have hx : -k ^ 2 / (2 * p) = -(1 / (2 * p)) * k ^ 2 := by ring
    rw [shellEnergy_eq c p (ne_of_gt hk), hx]
    ring
  refine ⟨IntegrableOn.congr_fun (Integrable.sub h0 h2) he measurableSet_Ioi, ?_⟩
  have hs : √(π / (1 / (2 * p))) = π * √(2 * p / π) := by
    have h : π / (1 / (2 * p)) = π ^ 2 * (2 * p / π) := by field_simp
    rw [h, Real.sqrt_mul (sq_nonneg π), Real.sqrt_sq hπ.le]
  rw [selfRepulsion, ← setIntegral_congr_fun measurableSet_Ioi he, integral_sub h0 h2,
    integral_const_mul, integral_const_mul, integral_gaussian_Ioi,
    gaussian_second_moment hb, hs]
  generalize √(2 * p / π) = S
  field_simp
  ring

end

end SelfRepulsionClosedForm
```

Lean reports:

```
Main.lean:108:2: error: No goals to be solved
```

Diagnosis. The message "No goals to be solved" points to the last line of the proof, the `ring` after `field_simp`. It means that the tactic was called when nothing was left to prove.

By that point the integrals have been evaluated and the square root replaced by a variable `S`, so what remains is an identity between fractions in `S`, `π`, `c` and `p`. `field_simp` clears denominators, but it also simplifies the two sides, and here that was enough to prove the identity and close the goal. The `ring` that followed therefore had no goal to work on, which Lean reports as an error.

The diff deletes that `ring`, and the proof now ends with `field_simp`. The statement and the rest of the argument are unchanged.

After these edits no error is left:

```diff
@@ -106,5 +106,4 @@
   generalize √(2 * p / π) = S
   field_simp
-  ring
 
 end
```
